# Electron scattering by a randomly oriented rigid linear molecule: the averaged intensity and the false distances of a diatomic

To compare a trial structure with a gas electron diffraction pattern, one computes the intensity at each scattering angle, averaged over the orientations of the molecules. For a rigid linear molecule whose atoms scatter independently, the results below turn that average into a finite sum, so no numerical integration over orientations is needed.

## Atoms with a phase on a common axis

```lean
import Mathlib

open Finset

namespace ElectronScatteringFactors

noncomputable section
```

Atom $j$ has the scattering factor $f_j = a_j e^{i\eta_j}$, with real amplitude $a_j$ and phase $\eta_j$. The first Born approximation for a real, spherically symmetric potential gives a real factor; the phase stands for the scattering beyond it.

```lean
/-- The complex electron scattering factor `a exp(i η)` of an atom, with real amplitude `a`
and phase `η`. -/
def scatteringFactor (a η : ℝ) : ℂ := a * Complex.exp (η * Complex.I)
```

The atoms sit at positions $z_j$ on the molecular axis. The scattering vector is the difference between the wave vectors (of length $2\pi/\lambda$ at wavelength $\lambda$) of the incident and the scattered electron. Let $s$ be its length and $t$ the cosine of its angle with the axis. The path difference gives atom $j$ the further phase $s z_j t$, and the molecular amplitude is
$$F(t) = \sum_j a_j e^{i\eta_j} e^{i s z_j t}.$$
In Lean, the atoms are labelled by a finite type `ι`, and `a`, `η` and `z` are real functions on it. Inelastic scattering, multiple scattering between atoms, vibration and the overall instrumental factors are left out.

```lean
/-- The amplitude scattered by a rigid linear molecule with atoms at positions `z j` on its axis;
`s` is the length of the scattering vector and `t` its direction cosine with the axis. -/
def amplitude {ι : Type*} [Fintype ι] (a η z : ι → ℝ) (s t : ℝ) : ℂ :=
  ∑ j, scatteringFactor (a j) (η j) * Complex.exp ((s * z j * t : ℝ) * Complex.I)
```

For isotropic orientations $t$ is uniform on $[-1,1]$. The definition takes this as its starting point, and the average of $g$ is
$$\langle g\rangle = \tfrac12\int_{-1}^{1} g(t)\,dt.$$

```lean
/-- The average over isotropic orientations of a quantity that depends only on the direction
cosine `t`, which is then uniform on `[-1, 1]`. -/
def orientationAverage (g : ℝ → ℝ) : ℝ := 1 / 2 * ∫ t in (-1 : ℝ)..1, g t
```

A diatomic of bond length $r$ has its atoms at $r/2$ and $-r/2$. Its intensity is written out separately, so that the two-atom statements can be read without the general sum.

```lean
/-- The intensity scattered by a diatomic molecule of bond length `r`, with its atoms at
`r/2` and `-r/2` on the axis, at direction cosine `t`. -/
def diatomicIntensity (a₁ a₂ η₁ η₂ s r t : ℝ) : ℝ :=
  ‖scatteringFactor a₁ η₁ * Complex.exp ((s * r * t / 2 : ℝ) * Complex.I)
    + scatteringFactor a₂ η₂ * Complex.exp ((-(s * r * t / 2) : ℝ) * Complex.I)‖ ^ 2
```

The scattering factors depend on $s$ in practice. Every statement here concerns one value of $s$, with the amplitudes and phases belonging to it.

## (a) The intensity at fixed orientation

**Task.** Show that the intensity is a double sum over atoms:
$$|F(t)|^2 = \sum_j\sum_k a_j a_k \cos\bigl(\eta_j-\eta_k+s(z_j-z_k)t\bigr).$$

**Solution.** Write $\varphi_j = \eta_j + s z_j t$. Then $F = C + iS$ with $C=\sum_j a_j\cos\varphi_j$ and $S=\sum_j a_j\sin\varphi_j$, so
$$|F|^2 = C^2+S^2 = \sum_{j}\sum_{k} a_j a_k(\cos\varphi_j\cos\varphi_k+\sin\varphi_j\sin\varphi_k).$$
The bracket is $\cos(\varphi_j-\varphi_k)$, which is the cosine in the target.

In the proof, `h` is the split into $C$ and $S$, `Complex.normSq_add_mul_I` gives $C^2+S^2$, `Finset.sum_mul_sum` multiplies out the squares, and `Real.cos_sub` recombines the bracket.

```lean
/-- At fixed orientation the intensity is a sum over ordered pairs of atoms, including `j = k`, of
`a j * a k` times the cosine of the total phase difference of the pair. -/
theorem intensity_eq_pair_sum {ι : Type*} [Fintype ι] (a η z : ι → ℝ) (s t : ℝ) :
    ‖amplitude a η z s t‖ ^ 2
      = ∑ j, ∑ k, a j * a k * Real.cos (η j - η k + s * (z j - z k) * t) := by
  -- separate the real and imaginary parts of the amplitude
  have h : amplitude a η z s t
      = ((∑ j, a j * Real.cos (η j + s * z j * t) : ℝ) : ℂ)
        + ((∑ j, a j * Real.sin (η j + s * z j * t) : ℝ) : ℂ) * Complex.I := by
    unfold amplitude scatteringFactor
    push_cast
    rw [Finset.sum_mul, ← Finset.sum_add_distrib]
    refine Finset.sum_congr rfl fun j _ => ?_
    rw [mul_assoc, ← Complex.exp_add, ← add_mul, Complex.exp_mul_I]
    ring
  rw [h, ← Complex.normSq_eq_norm_sq, Complex.normSq_add_mul_I, sq, sq,
    Finset.sum_mul_sum, Finset.sum_mul_sum, ← Finset.sum_add_distrib]
  refine Finset.sum_congr rfl fun j _ => ?_
  rw [← Finset.sum_add_distrib]
  refine Finset.sum_congr rfl fun k _ => ?_
  have e : η j - η k + s * (z j - z k) * t
      = (η j + s * z j * t) - (η k + s * z k * t) := by ring
  rw [e, Real.cos_sub]
  ring
```

## (b) The average of one cosine

**Task.** Let $\operatorname{sinc} q = \sin q/q$ for $q\neq 0$ and $\operatorname{sinc} 0 = 1$. Show that, for all real $\delta$ and $q$,
$$\langle \cos(\delta+qt)\rangle = \cos\delta\,\operatorname{sinc} q.$$

**Solution.** If $q=0$, the integrand is the constant $\cos\delta$, and so is its average. If $q\neq0$, an antiderivative is $\sin(\delta+qt)/q$, and
$$\frac12\int_{-1}^{1}\cos(\delta+qt)\,dt = \frac{\sin(\delta+q)-\sin(\delta-q)}{2q} = \frac{2\cos\delta\sin q}{2q}.$$

The proof makes the same case distinction with `by_cases`. The antiderivative is verified in `hd`, and the fundamental theorem of calculus enters as `intervalIntegral.integral_eq_sub_of_hasDerivAt`.

```lean
/-- The orientation average of `cos (δ + q t)` is `cos δ` times `sinc q`, where `sinc q` is
`sin q / q` for nonzero `q` and `1` at `q = 0`. -/
theorem orientationAverage_cos (δ q : ℝ) :
    orientationAverage (fun t => Real.cos (δ + q * t)) = Real.cos δ * Real.sinc q := by
  unfold orientationAverage
  by_cases hq : q = 0
  · subst hq
    simp only [zero_mul, add_zero, intervalIntegral.integral_const, Real.sinc_zero, smul_eq_mul]
    ring
  · -- integrate with the antiderivative sin (δ + q t) / q
    have hd : ∀ t ∈ Set.uIcc (-1 : ℝ) 1,
        HasDerivAt (fun t => Real.sin (δ + q * t) / q) (Real.cos (δ + q * t)) t := by
      intro t _
      have h1 : HasDerivAt (fun t : ℝ => δ + q * t) q t := by
        simpa using ((hasDerivAt_id t).const_mul q).const_add δ
      exact (h1.sin.div_const q).congr_deriv (mul_div_cancel_right₀ _ hq)
    have hc : Continuous (fun t : ℝ => Real.cos (δ + q * t)) := by fun_prop
    rw [intervalIntegral.integral_eq_sub_of_hasDerivAt hd (hc.intervalIntegrable _ _),
      Real.sinc_of_ne_zero hq, mul_one, show δ + q * (-1) = δ - q by ring,
      Real.sin_add, Real.sin_sub]
    ring
```

## (c) The average for the whole molecule

**Task.** Show that, for any finite number of atoms,
$$\langle |F|^2\rangle = \sum_j\sum_k a_j a_k\cos(\eta_j-\eta_k)\,\operatorname{sinc}\bigl(s(z_j-z_k)\bigr).$$

**Solution.** Insert (a). The average of a finite sum is the sum of the averages, and the constants $a_ja_k$ come out of the integral. Apply (b) to each term with $\delta=\eta_j-\eta_k$ and $q=s(z_j-z_k)$. The terms with $j=k$ give $a_j^2$.

The proof uses `intervalIntegral.integral_finsetSum` once for each sum. The integrability it asks for follows from continuity, and `linear_combination` multiplies the result of (b) by $a_ja_k$.

```lean
/-- The orientation-averaged intensity of a rigid linear molecule is a sum over ordered pairs of
atoms, including `j = k`, of the product of `a j * a k`, the cosine of the difference of atomic
phases, and `sinc` of `s` times the difference of positions. -/
theorem linear_molecule_average {ι : Type*} [Fintype ι] (a η z : ι → ℝ) (s : ℝ) :
    orientationAverage (fun t => ‖amplitude a η z s t‖ ^ 2)
      = ∑ j, ∑ k, a j * a k * Real.cos (η j - η k) * Real.sinc (s * (z j - z k)) := by
  simp_rw [intensity_eq_pair_sum]
  unfold orientationAverage
  rw [intervalIntegral.integral_finsetSum, Finset.mul_sum]
  · refine Finset.sum_congr rfl fun j _ => ?_
    rw [intervalIntegral.integral_finsetSum, Finset.mul_sum]
    · refine Finset.sum_congr rfl fun k _ => ?_
      -- each pair is averaged separately
      have h := orientationAverage_cos (η j - η k) (s * (z j - z k))
      unfold orientationAverage at h
      rw [intervalIntegral.integral_const_mul]
      linear_combination (a j * a k) * h
    · intro k _
      exact Continuous.intervalIntegrable (by fun_prop) _ _
  · intro j _
    exact Continuous.intervalIntegrable (by fun_prop) _ _
```

The same argument, done by hand, extends to a rigid molecule of any shape. For two atoms at distance $r_{jk}$, the path difference adds $s r_{jk}t$ to the difference of atomic phases, where $t$ is now the cosine between the scattering vector and the line joining that pair. It is again uniform on $[-1,1]$, so $\operatorname{sinc}(s r_{jk})$ takes the place of $\operatorname{sinc}(s(z_j-z_k))$.

## (d) The diatomic

**Task.** For two atoms with $sr\neq0$, show that the average of the intensity
$$I(t)=\left|f_1e^{isrt/2}+f_2e^{-isrt/2}\right|^2$$
is
$$\langle I\rangle = a_1^2+a_2^2+2a_1a_2\cos(\eta_1-\eta_2)\,\frac{\sin(sr)}{sr}.$$

**Solution.** Put $z_1=r/2$ and $z_2=-r/2$ in (c). The two diagonal terms give $a_1^2+a_2^2$. The off-diagonal terms have arguments $sr$ and $-sr$ in the sinc, and phase differences of opposite sign in the cosine. Both functions are even, so the terms are equal and add up to the interference term.

In Lean, `hfun` identifies the diatomic with the two-atom case of `amplitude`, while `hcos` and `Real.sinc_neg` supply the evenness. The hypothesis `hsr` excludes the forward direction and coincident atoms, where the quotient has to be replaced by its limit 1, as the sinc in (c) does.

```lean
/-- For a diatomic molecule with `s r` nonzero, the averaged intensity is the atomic background
plus an interference term weighted by the cosine of the difference of atomic phases. -/
theorem diatomic_average (a₁ a₂ η₁ η₂ : ℝ) {s r : ℝ} (hsr : s * r ≠ 0) :
    orientationAverage (diatomicIntensity a₁ a₂ η₁ η₂ s r)
      = a₁ ^ 2 + a₂ ^ 2
        + 2 * a₁ * a₂ * Real.cos (η₁ - η₂) * (Real.sin (s * r) / (s * r)) := by
  -- the diatomic is the linear molecule with atoms at r/2 and -r/2
  have hfun : diatomicIntensity a₁ a₂ η₁ η₂ s r
      = fun t => ‖amplitude ![a₁, a₂] ![η₁, η₂] ![r / 2, -(r / 2)] s t‖ ^ 2 := by
    funext t
    simp only [diatomicIntensity, amplitude, Fin.sum_univ_two, Matrix.cons_val_zero,
      Matrix.cons_val_one, Matrix.cons_val_fin_one]
    rw [show s * (r / 2) * t = s * r * t / 2 by ring,
      show s * (-(r / 2)) * t = -(s * r * t / 2) by ring]
  have hcos : Real.cos (η₂ - η₁) = Real.cos (η₁ - η₂) := by
    rw [← Real.cos_neg (η₂ - η₁), neg_sub]
  rw [hfun, linear_molecule_average]
  simp only [Fin.sum_univ_two, Matrix.cons_val_zero, Matrix.cons_val_one,
    Matrix.cons_val_fin_one, sub_self, mul_zero, Real.cos_zero, Real.sinc_zero]
  rw [show s * (r / 2 - -(r / 2)) = s * r by ring,
    show s * (-(r / 2) - r / 2) = -(s * r) by ring,
    Real.sinc_neg, Real.sinc_of_ne_zero hsr, hcos]
  ring
```

## (e) A phase difference written as a length

**Task.** Suppose in addition that $\eta_1-\eta_2=sd$ for a real number $d$. Show that
$$\langle I\rangle = a_1^2+a_2^2+a_1a_2\,\frac{\sin(s(r+d))+\sin(s(r-d))}{sr}.$$

**Solution.** By the addition formulas,
$$\sin(sr+sd)+\sin(sr-sd)=2\sin(sr)\cos(sd).$$
Substitute this into (d), with $\cos(\eta_1-\eta_2)=\cos(sd)$.

The proof rewrites with (d) and `hd`, expands the sines by `Real.sin_add` and `Real.sin_sub`, and leaves the algebra to `ring`.

```lean
/-- If the difference of atomic phases equals `s d` and `s r` is nonzero, the averaged intensity is
the atomic background plus `a₁ * a₂ / (s * r)` times the sum of the sines of `s * (r + d)` and
`s * (r - d)`. -/
theorem false_distance_splitting (a₁ a₂ η₁ η₂ : ℝ) {s r d : ℝ} (hsr : s * r ≠ 0)
    (hd : η₁ - η₂ = s * d) :
    orientationAverage (diatomicIntensity a₁ a₂ η₁ η₂ s r)
      = a₁ ^ 2 + a₂ ^ 2
        + a₁ * a₂ * (Real.sin (s * (r + d)) + Real.sin (s * (r - d))) / (s * r) := by
  rw [diatomic_average a₁ a₂ η₁ η₂ hsr, hd, mul_add s r d, mul_sub s r d,
    Real.sin_add, Real.sin_sub]
  ring
```

For $0<|d|<r$, the numerator contains the distances $r+d$ and $r-d$, at neither of which there is a pair of atoms. Since $\sin(s(r\pm d))/(sr)=(1\pm d/r)\,\operatorname{sinc}(s(r\pm d))$, each part has the form of the interference term of a bond of length $r\pm d$ between atoms without a phase difference, but with the weight $a_1a_2(1\pm d/r)$ instead of $2a_1a_2$. At a single nonzero $s$ some $d$ always satisfies the hypothesis. The name "false distances" has its physical meaning when the phase difference is nearly proportional to $s$ over a range of angles: $d$ is then nearly constant, and the pattern oscillates in $s$ as if two distances were present.

## (f) When the interference disappears

**Task.** Let $a_1$, $a_2$ and $s$ be nonzero, and keep the phases fixed. Show that
$$\langle I\rangle=a_1^2+a_2^2\ \text{ for every } r\neq0 \quad\Longleftrightarrow\quad \cos(\eta_1-\eta_2)=0.$$

**Solution.** If the cosine is zero, the interference term in (d) is zero for every $r\neq0$. Conversely, choose $r=\pi/(2s)$, so that $sr=\pi/2$ and $\sin(sr)=1$. The interference term is then
$$\frac{4}{\pi}\,a_1a_2\cos(\eta_1-\eta_2),$$
and it must vanish. Since $a_1a_2\neq0$, the cosine is zero.

The proof inserts this bond length in `h0`. It then assumes that the cosine is nonzero, which makes the interference term nonzero (`hne`) and contradicts `h0`. If either amplitude were zero, there would be no interference whatever the phases.

```lean
/-- For nonzero `a₁`, `a₂` and `s`, the averaged intensity equals the atomic background at every
nonzero bond length exactly when the cosine of the difference of atomic phases vanishes. -/
theorem interference_vanishes_iff {a₁ a₂ s : ℝ} (η₁ η₂ : ℝ)
    (h₁ : a₁ ≠ 0) (h₂ : a₂ ≠ 0) (hs : s ≠ 0) :
    (∀ r : ℝ, r ≠ 0 →
      orientationAverage (diatomicIntensity a₁ a₂ η₁ η₂ s r) = a₁ ^ 2 + a₂ ^ 2)
      ↔ Real.cos (η₁ - η₂) = 0 := by
  constructor
  · intro h
    -- test the bond length for which s r = π / 2
    have h0 := h (Real.pi / (2 * s)) (div_ne_zero Real.pi_ne_zero (mul_ne_zero two_ne_zero hs))
    have e : s * (Real.pi / (2 * s)) = Real.pi / 2 := by field_simp
    have hp : Real.pi / 2 ≠ 0 := div_ne_zero Real.pi_ne_zero two_ne_zero
    rw [diatomic_average a₁ a₂ η₁ η₂ (by rw [e]; exact hp), e, Real.sin_pi_div_two] at h0
    by_contra hc
    have hne : 2 * a₁ * a₂ * Real.cos (η₁ - η₂) * (1 / (Real.pi / 2)) ≠ 0 :=
      mul_ne_zero (mul_ne_zero (mul_ne_zero (mul_ne_zero two_ne_zero h₁) h₂) hc)
        (one_div_ne_zero hp)
    exact hne (by linarith)
  · intro hc r hr
    rw [diatomic_average a₁ a₂ η₁ η₂ (mul_ne_zero hs hr), hc]
    ring

end

end ElectronScatteringFactors
```

At an angle where the two phases differ by an odd multiple of $\pi/2$, the averaged intensity of this rigid diatomic therefore carries no information about its bond length.

```lean
#print axioms ElectronScatteringFactors.linear_molecule_average
#print axioms ElectronScatteringFactors.false_distance_splitting
#print axioms ElectronScatteringFactors.interference_vanishes_iff
```

```
'ElectronScatteringFactors.linear_molecule_average' depends on axioms: [propext, Classical.choice, Quot.sound]
'ElectronScatteringFactors.false_distance_splitting' depends on axioms: [propext, Classical.choice, Quot.sound]
'ElectronScatteringFactors.interference_vanishes_iff' depends on axioms: [propext, Classical.choice, Quot.sound]
```
